# The Chevy polaron equations reduce to \(E=\Sigma(E)\) away from excitation energies and T-matrix poles

Let \(K\) and \(Q\) be finite sets of particle and hole momenta, with real excitation energies \(e_{kq}\), a nonzero contact coupling \(g\), an energy \(E\), an amplitude \(a\) for the bare impurity and amplitudes \(b_{kq}\) for the impurity accompanied by one particle-hole pair. The contact amplitude is \(X_q=a+\sum_k b_{kq}\), the pair propagator is \(S_q(E)=\sum_k 1/(E-e_{kq})\), the ladder T-matrix is \(T_q(E)=1/(1/g-S_q(E))\), and the self-energy is \(\Sigma(E)=\sum_q T_q(E)\).

```lean
import Mathlib

open Finset

namespace ChevyPolaron

noncomputable section

variable {K Q : Type*} [Fintype K] [Fintype Q]

/-- The contact amplitude `X_q = a + ∑_k b_kq` for hole momentum `q`. -/
def contactAmp (a : ℝ) (b : K → Q → ℝ) (q : Q) : ℝ := a + ∑ k, b k q

/-- The Chevy equations at energy `E` for the bare-impurity amplitude `a` and the
particle-hole amplitudes `b`, with excitation energies `e` and contact coupling `g`. -/
def IsChevyState (e : K → Q → ℝ) (g E a : ℝ) (b : K → Q → ℝ) : Prop :=
  E * a = g * ∑ q, contactAmp a b q ∧
    ∀ k q, (E - e k q) * b k q = g * contactAmp a b q

/-- The pair propagator `S_q(E) = ∑_k 1 / (E - e_kq)`. -/
def pairProp (e : K → Q → ℝ) (E : ℝ) (q : Q) : ℝ := ∑ k, 1 / (E - e k q)

/-- The ladder T-matrix `T_q(E) = 1 / (1/g - S_q(E))`. -/
def tMatrix (e : K → Q → ℝ) (g E : ℝ) (q : Q) : ℝ := 1 / (1 / g - pairProp e E q)

/-- The impurity self-energy, the sum of the T-matrix over hole momenta. -/
def selfEnergy (e : K → Q → ℝ) (g E : ℝ) : ℝ := ∑ q, tMatrix e g E q

/-- If `g ≠ 0` and `g s ≠ 1`, then `1/g - s` does not vanish. -/
lemma denom_ne_zero {g s : ℝ} (hg : g ≠ 0) (hs : g * s ≠ 1) : 1 / g - s ≠ 0 := by
  intro h
  apply hs
  have h1 : s = 1 / g := by linarith
  rw [h1]
  exact mul_one_div_cancel hg

omit [Fintype Q] in
/-- If `g ≠ 0` and `g S_q ≠ 1`, the T-matrix solves the ladder equation `T_q = g + g S_q T_q`. -/
theorem tMatrix_ladder (e : K → Q → ℝ) {g E : ℝ} {q : Q} (hg : g ≠ 0)
    (hS : g * pairProp e E q ≠ 1) :
    tMatrix e g E q = g + g * pairProp e E q * tMatrix e g E q := by
  have hT : (1 / g - pairProp e E q) * tMatrix e g E q = 1 := by
    unfold tMatrix
    exact mul_one_div_cancel (denom_ne_zero hg hS)
  have h2 : g * (1 / g) = 1 := mul_one_div_cancel hg
  linear_combination g * hT - tMatrix e g E q * h2

/-- If `E` differs from every `e_kq`, every solution satisfies `X_q = a + g S_q X_q`. -/
theorem contactAmp_closed {e : K → Q → ℝ} {g E a : ℝ} {b : K → Q → ℝ}
    (hE : ∀ k q, E ≠ e k q) (h : IsChevyState e g E a b) (q : Q) :
    contactAmp a b q = a + g * pairProp e E q * contactAmp a b q := by
  have hs : ∑ k, b k q = g * contactAmp a b q * pairProp e E q := by
    unfold pairProp
    rw [Finset.mul_sum]
    refine Finset.sum_congr rfl fun k _ => ?_
    rw [mul_one_div, eq_div_iff (sub_ne_zero.mpr (hE k q))]
    linear_combination h.2 k q
  have hX : contactAmp a b q = a + ∑ k, b k q := rfl
  linear_combination hX + hs

/-- If `g ≠ 0`, `E` differs from every `e_kq` and no `g S_q` equals `1`, then every solution
satisfies `g X_q = T_q a`. -/
theorem contactAmp_eq_tMatrix {e : K → Q → ℝ} {g E a : ℝ} {b : K → Q → ℝ}
    (hg : g ≠ 0) (hE : ∀ k q, E ≠ e k q) (hS : ∀ q, g * pairProp e E q ≠ 1)
    (h : IsChevyState e g E a b) (q : Q) :
    g * contactAmp a b q = tMatrix e g E q * a := by
  linear_combination tMatrix e g E q * contactAmp_closed hE h q
    - contactAmp a b q * tMatrix_ladder e hg (hS q)

/-- If `g ≠ 0`, `E` differs from every `e_kq` and no `g S_q` equals `1`, then every solution has
particle-hole amplitudes `b_kq = T_q a / (E - e_kq)`. -/
theorem amplitude_eq {e : K → Q → ℝ} {g E a : ℝ} {b : K → Q → ℝ}
    (hg : g ≠ 0) (hE : ∀ k q, E ≠ e k q) (hS : ∀ q, g * pairProp e E q ≠ 1)
    (h : IsChevyState e g E a b) (k : K) (q : Q) :
    b k q = tMatrix e g E q * a / (E - e k q) := by
  rw [eq_div_iff (sub_ne_zero.mpr (hE k q))]
  linear_combination h.2 k q + contactAmp_eq_tMatrix hg hE hS h q

/-- If `g ≠ 0`, `E` differs from every `e_kq` and no `g S_q` equals `1`, then a nonzero solution has
a nonzero bare-impurity amplitude. -/
theorem bare_ne_zero {e : K → Q → ℝ} {g E a : ℝ} {b : K → Q → ℝ}
    (hg : g ≠ 0) (hE : ∀ k q, E ≠ e k q) (hS : ∀ q, g * pairProp e E q ≠ 1)
    (h : IsChevyState e g E a b) (hab : a ≠ 0 ∨ b ≠ 0) : a ≠ 0 := by
  intro ha
  rcases hab with h0 | h0
  · exact h0 ha
  · apply h0
    funext k q
    rw [amplitude_eq hg hE hS h k q, ha]
    simp

/-- **Chevy polaron equation.** If `g ≠ 0`, `E` differs from every `e_kq` and no `g S_q(E)` equals
`1`, then the Chevy equations have a nonzero solution at energy `E` exactly when `E = ∑_q 1 / (1/g -
S_q(E))`. -/
theorem chevy_polaron (e : K → Q → ℝ) {g E : ℝ} (hg : g ≠ 0)
    (hE : ∀ k q, E ≠ e k q) (hS : ∀ q, g * pairProp e E q ≠ 1) :
    (∃ (a : ℝ) (b : K → Q → ℝ), (a ≠ 0 ∨ b ≠ 0) ∧ IsChevyState e g E a b) ↔
      E = selfEnergy e g E := by
  constructor
  · rintro ⟨a, b, hab, h⟩
    -- insert `g X_q = T_q a` in the first equation and cancel `a`
    apply mul_right_cancel₀ (bare_ne_zero hg hE hS h hab)
    rw [h.1, Finset.mul_sum]
    unfold selfEnergy
    rw [Finset.sum_mul]
    exact Finset.sum_congr rfl fun q _ => contactAmp_eq_tMatrix hg hE hS h q
  · intro h
    have hX : ∀ q, g * contactAmp 1 (fun k q => tMatrix e g E q / (E - e k q)) q
        = tMatrix e g E q := by
      intro q
      have hs : ∑ k, tMatrix e g E q / (E - e k q)
          = tMatrix e g E q * pairProp e E q := by
        unfold pairProp
        rw [Finset.mul_sum]
        exact Finset.sum_congr rfl fun k _ => (mul_one_div _ _).symm
      unfold contactAmp
      linear_combination g * hs - tMatrix_ladder e hg (hS q)
    refine ⟨1, fun k q => tMatrix e g E q / (E - e k q), Or.inl one_ne_zero, ?_, ?_⟩
    · rw [Finset.mul_sum, Finset.sum_congr rfl fun q _ => hX q, mul_one]
      exact h
    · intro k q
      rw [hX q]
      exact mul_div_cancel₀ _ (sub_ne_zero.mpr (hE k q))

/-- If `g ≠ 0`, `E` differs from every `e_kq` and no `g S_q(E)` equals `1`, then the self-energy has
derivative `-∑_q T_q² ∑_k 1 / (E - e_kq)²` at `E`. -/
theorem selfEnergy_hasDerivAt (e : K → Q → ℝ) {g E : ℝ} (hg : g ≠ 0)
    (hE : ∀ k q, E ≠ e k q) (hS : ∀ q, g * pairProp e E q ≠ 1) :
    HasDerivAt (selfEnergy e g)
      (-∑ q, tMatrix e g E q ^ 2 * ∑ k, 1 / (E - e k q) ^ 2) E := by
  have hP : ∀ q, HasDerivAt (fun x => pairProp e x q) (-∑ k, 1 / (E - e k q) ^ 2) E := by
    intro q
    unfold pairProp
    rw [← Finset.sum_neg_distrib]
    refine HasDerivAt.fun_sum fun k _ => ?_
    exact ((hasDerivAt_const E (1 : ℝ)).fun_div ((hasDerivAt_id' E).sub_const (e k q))
      (sub_ne_zero.mpr (hE k q))).congr_deriv (by ring)
  change HasDerivAt (fun x => ∑ q, tMatrix e g x q) _ E
  rw [← Finset.sum_neg_distrib]
  refine HasDerivAt.fun_sum fun q _ => ?_
  unfold tMatrix
  exact ((hasDerivAt_const E (1 : ℝ)).fun_div ((hasDerivAt_const E (1 / g)).fun_sub (hP q))
    (denom_ne_zero hg (hS q))).congr_deriv (by simp only [div_pow, one_pow]; ring)

/-- **Quasiparticle residue.** If `g ≠ 0`, `E` differs from every `e_kq` and no `g S_q(E)` equals
`1`, then the weight of the bare impurity in a nonzero solution is `1 / (1 - Σ'(E))`, with `Σ'` the
energy derivative of the self-energy. -/
theorem quasiparticle_residue {e : K → Q → ℝ} {g E a : ℝ} {b : K → Q → ℝ}
    (hg : g ≠ 0) (hE : ∀ k q, E ≠ e k q) (hS : ∀ q, g * pairProp e E q ≠ 1)
    (h : IsChevyState e g E a b) (hab : a ≠ 0 ∨ b ≠ 0) :
    a ^ 2 / (a ^ 2 + ∑ q, ∑ k, b k q ^ 2) = 1 / (1 - deriv (selfEnergy e g) E) := by
  have ha := bare_ne_zero hg hE hS h hab
  have hsum : ∑ q, ∑ k, b k q ^ 2
      = a ^ 2 * ∑ q, tMatrix e g E q ^ 2 * ∑ k, 1 / (E - e k q) ^ 2 := by
    rw [Finset.mul_sum]
    refine Finset.sum_congr rfl fun q _ => ?_
    rw [← mul_assoc, Finset.mul_sum]
    refine Finset.sum_congr rfl fun k _ => ?_
    rw [amplitude_eq hg hE hS h k q, div_pow]
    ring
  have hD : 0 ≤ ∑ q, tMatrix e g E q ^ 2 * ∑ k, 1 / (E - e k q) ^ 2 := by positivity
  rw [(selfEnergy_hasDerivAt e hg hE hS).deriv, hsum, sub_neg_eq_add,
    div_eq_div_iff (by positivity) (by positivity)]
  ring

/-- If `E` differs from every `e_kq` and `g S_q = 1` for some `q`, the Chevy equations have a
nonzero solution exactly when this holds for at least two different hole momenta. -/
theorem resonant_case (e : K → Q → ℝ) {g E : ℝ} (hE : ∀ k q, E ≠ e k q)
    (hr : ∃ q, g * pairProp e E q = 1) :
    (∃ (a : ℝ) (b : K → Q → ℝ), (a ≠ 0 ∨ b ≠ 0) ∧ IsChevyState e g E a b) ↔
      ∃ p q, p ≠ q ∧ g * pairProp e E p = 1 ∧ g * pairProp e E q = 1 := by
  classical
  obtain ⟨r, hr⟩ := hr
  have hg : g ≠ 0 := by
    rintro rfl
    simp at hr
  constructor
  · rintro ⟨a, b, hab, h⟩
    by_contra hno
    -- the resonant channel forces `a = 0`, the others then have `X_q = 0`
    have ha : a = 0 := by
      linear_combination -contactAmp_closed hE h r - contactAmp a b r * hr
    have hX : ∀ q, q ≠ r → contactAmp a b q = 0 := by
      intro q hq
      have h1 : 1 - g * pairProp e E q ≠ 0 := fun h0 =>
        hno ⟨q, r, hq, by linarith, hr⟩
      apply (mul_eq_zero.mp _).resolve_left h1
      linear_combination contactAmp_closed hE h q + ha
    have hXr : contactAmp a b r = 0 := by
      have h1 := h.1
      rw [Finset.sum_eq_single r (fun q _ hq => hX q hq)
        (fun hn => absurd (Finset.mem_univ r) hn), ha, mul_zero] at h1
      rw [ha]
      exact (mul_eq_zero.mp h1.symm).resolve_left hg
    rcases hab with h0 | h0
    · exact h0 ha
    · apply h0
      funext k q
      have hq : contactAmp a b q = 0 := by
        by_cases hqr : q = r
        · rw [hqr, hXr]
        · exact hX q hqr
      have h2 := h.2 k q
      rw [hq, mul_zero] at h2
      exact (mul_eq_zero.mp h2).resolve_left (sub_ne_zero.mpr (hE k q))
  · rintro ⟨p, s, hps, hp, hs⟩
    -- opposite contact amplitudes in the two resonant channels
    obtain ⟨x, hx⟩ : ∃ x : Q → ℝ, x = fun q =>
      (if q = p then 1 else 0) - (if q = s then 1 else 0) := ⟨_, rfl⟩
    have hX : ∀ q, contactAmp 0 (fun k q => g * x q / (E - e k q)) q = x q := by
      intro q
      have h1 : contactAmp 0 (fun k q => g * x q / (E - e k q)) q
          = x q * (g * pairProp e E q) := by
        unfold contactAmp pairProp
        rw [zero_add, ← mul_assoc, Finset.mul_sum]
        exact Finset.sum_congr rfl fun k _ => by ring
      rw [h1]
      by_cases hqp : q = p
      · rw [hqp, hp, mul_one]
      · by_cases hqs : q = s
        · rw [hqs, hs, mul_one]
        · simp [hx, hqp, hqs]
    refine ⟨0, fun k q => g * x q / (E - e k q), Or.inr ?_, ?_, ?_⟩
    · intro h0
      have h1 := hX p
      rw [h0] at h1
      simp [contactAmp, hx, hps] at h1
    · rw [Finset.sum_congr rfl fun q _ => hX q]
      simp [hx, Finset.sum_sub_distrib]
    · intro k q
      rw [hX q]
      exact mul_div_cancel₀ _ (sub_ne_zero.mpr (hE k q))

end

end ChevyPolaron
```

```lean
#print axioms ChevyPolaron.chevy_polaron
-- 'ChevyPolaron.chevy_polaron' depends on axioms: [propext, Classical.choice, Quot.sound]
#print axioms ChevyPolaron.quasiparticle_residue
-- 'ChevyPolaron.quasiparticle_residue' depends on axioms: [propext, Classical.choice, Quot.sound]
#print axioms ChevyPolaron.resonant_case
-- 'ChevyPolaron.resonant_case' depends on axioms: [propext, Classical.choice, Quot.sound]
```

## The equations and their nonzero solutions

The predicate `IsChevyState e g E a b` says that the amplitudes satisfy

\[
E\,a=g\sum_q X_q,\qquad (E-e_{kq})\,b_{kq}=g\,X_q\quad\text{for all }k,q .
\]

The zero solution always satisfies these equations, so `chevy_polaron` asks for amplitudes with `a ≠ 0 ∨ b ≠ 0`. It states that such amplitudes exist exactly when \(E=\Sigma(E)\), under three hypotheses: `hg` says that \(g\neq0\), `hE` that \(E\) differs from every \(e_{kq}\), and `hS` that \(gS_q(E)\neq1\) for every \(q\).

In Lean, `K` and `Q` are arbitrary finite types, and `e` and `b` are real functions of \(k\) and \(q\). No dispersion relation is built in. Real amplitudes suffice for the existence question: all coefficients are real, so the real and imaginary parts of a complex solution each solve the equations, and at least one of them is nonzero if the solution is.

## An impurity with at most one particle-hole pair

The equations describe one mobile impurity in a Fermi sea. At zero total momentum, \(e_{kq}\) is the energy needed to lift a fermion from \(q\) to \(k\) plus the recoil energy of the impurity. Energies are measured from the non-interacting sea with the impurity at rest, and the volume factor is absorbed in \(g\).

The hypothesis \(E\neq e_{kq}\) keeps the energy off the bare excitation energies. The condition \(gS_q\neq1\) keeps it off the poles of \(T_q\). These are energies at which the pair equations for the hole \(q\) have a nonzero solution with \(a=0\), that is, energies of the interacting impurity and particle in the presence of that hole when the coupling to the bare impurity is left out.

For this finite model, truncated at one pair, the result replaces an eigenvalue problem with \(1+|K||Q|\) amplitudes by a search for roots of one scalar equation, away from the excluded energies.

The coupled equations are the starting point; they are not derived from a Hamiltonian or a variational principle. They leave out the scattering of the hole and the mean-field shift of the pair amplitudes, terms which disappear in the usual contact limit, where \(g\to0\) as the momentum cutoff is removed. That limit, the scattering length and the continuum of momenta are absent from the file.

## Eliminating the pair amplitudes

Multiplying \((1/g-S_q)T_q=1\) by \(g\) gives the ladder equation

\[
T_q=g+gS_qT_q ,
\]

which sums repeated scattering of the impurity and a fermion. Now take any solution of the coupled equations. Since \(E\neq e_{kq}\), the second equation can be divided:

\[
b_{kq}=\frac{gX_q}{E-e_{kq}},\qquad \sum_k b_{kq}=gS_qX_q,\qquad X_q=a+gS_qX_q .
\]

Hence \((1-gS_q)X_q=a\). Because \(gS_q\neq1\) and \(g\neq0\),

\[
gX_q=\frac{a}{1/g-S_q}=T_q\,a,\qquad b_{kq}=\frac{T_q\,a}{E-e_{kq}} .
\]

If \(a\) were zero, every \(b_{kq}\) would vanish too, so a nonzero solution has \(a\neq0\). The first equation then reads

\[
E\,a=\sum_q gX_q=\Sigma(E)\,a ,
\]

and cancelling \(a\) gives \(E=\Sigma(E)\).

Conversely, let \(E=\Sigma(E)\) and choose \(a=1\), \(b_{kq}=T_q/(E-e_{kq})\). Then \(\sum_k b_{kq}=S_qT_q\), and the ladder equation gives \(gX_q=g+gS_qT_q=T_q\). The second equation holds by the choice of \(b_{kq}\), and the first becomes \(E=\sum_qT_q\), which was assumed.

The Lean proof follows this route:

- `denom_ne_zero` turns \(gS_q\neq1\) into a nonvanishing denominator, and `tMatrix_ladder` proves the ladder equation.
- `contactAmp_closed` does the division and the sum over \(k\).
- `contactAmp_eq_tMatrix` avoids a further division. Its `linear_combination` takes \(T_q\) times the closed equation for \(X_q\) minus \(X_q\) times the ladder equation; the terms \(gS_qT_qX_q\) cancel and \(gX_q=T_qa\) remains.
- `amplitude_eq` and `bare_ne_zero` give the formula for \(b_{kq}\) and the conclusion \(a\neq0\).
- In `chevy_polaron`, `mul_right_cancel₀` removes the factor \(a\) in the forward direction. In the reverse direction, `hX` establishes \(gX_q=T_q\) for the explicit amplitudes.

## The weight of the bare impurity

Differentiating the pair propagator and the T-matrix gives

\[
S_q'=-\sum_k\frac1{(E-e_{kq})^2},\qquad T_q'=T_q^2S_q',\qquad
\Sigma'(E)=-\sum_qT_q^2\sum_k\frac1{(E-e_{kq})^2}.
\]

`selfEnergy_hasDerivAt` proves the last formula with the derivative rules for sums and quotients. The formula for \(b_{kq}\) gives the squared norm of a nonzero solution:

\[
a^2+\sum_{q,k}b_{kq}^2
=a^2\Bigl(1+\sum_qT_q^2\sum_k\frac1{(E-e_{kq})^2}\Bigr)
=a^2\bigl(1-\Sigma'(E)\bigr).
\]

Therefore

\[
Z=\frac{a^2}{a^2+\sum_{q,k}b_{kq}^2}=\frac1{1-\Sigma'(E)} ,
\]

which is `quasiparticle_residue`. The amplitudes need not be normalised, since the quotient does that; after normalisation the bare amplitude is \(\pm\sqrt Z\). In the proof, `hsum` rewrites the pair contribution to the norm, `positivity` shows that both denominators are nonzero, and `ring` finishes after cross-multiplication.

## Energies at a pole of the T-matrix

An example with one particle momentum and two hole momenta shows that the condition \(gS_q\neq1\) cannot be dropped. Take \(e_{kq}=1\) for both holes, \(g=1\) and \(E=2\), so that \(S_q=1\) and \(gS_q=1\) for both. The amplitudes \(a=0\) and \(b=(1,-1)\) give \(X=(1,-1)\), and they satisfy all the equations. Yet \(1/g-S_q=0\), so the scalar equation has no meaning in ordinary arithmetic; Lean's convention \(1/0=0\) gives \(\Sigma(2)=0\neq2\), and the equivalence fails.

`resonant_case` settles these energies. If \(gS_q=1\) for some \(q\), and \(E\) is still different from all \(e_{kq}\), a nonzero solution exists exactly when \(gS_q=1\) holds for at least two different hole momenta.

Suppose first that \(r\) is the only such momentum. The closed equation \(X_r=a+X_r\) forces \(a=0\). For \(q\neq r\) it becomes \((1-gS_q)X_q=0\), so \(X_q=0\). The first coupled equation is then \(0=gX_r\), and \(g\neq0\) because \(gS_r=1\). All contact amplitudes vanish, and with them all \(b_{kq}\).

If there are two such momenta \(p\) and \(s\), put \(a=0\), \(x_p=1\), \(x_s=-1\), all other \(x_q=0\), and \(b_{kq}=gx_q/(E-e_{kq})\). Then \(X_q=gS_qx_q=x_q\) for every \(q\), and \(\sum_qX_q=0\), so both equations hold. This state has no bare-impurity component. Lean builds `x` from two indicator functions, and its `hX` checks the three cases \(q=p\), \(q=s\) and neither.

## The same problem as a symmetric matrix

The model could also have been stated through a linear map \(H\) on the pairs \((a,b)\), with components

\[
(H(a,b))_0=g\sum_qX_q,\qquad (H(a,b))_{kq}=e_{kq}b_{kq}+gX_q .
\]

Its matrix is real and symmetric, and a nonzero solution at energy \(E\) is an eigenvector with eigenvalue \(E\). This version would bring in the spectral theorem, and with it \(1+|K||Q|\) real eigenvalues counted with multiplicity. The passage to \(E=\Sigma(E)\) would still need the same elimination and the same excluded energies. The predicate `IsChevyState` keeps the coupled equations visible and needs no matrix indexed by momentum pairs.
